# Sharp bounds on the independent-pair energy of degenerate pairs under rotation

Let n ≥ 1 electron pairs share one excitation gap d ≥ 0, and let pair i couple to the reference state with real strength v(i). Write Q = v·v = Σ v(i)². When the pairs are rotated among themselves, the independent-pair correlation energy E always satisfies

n(d/2 − √(d²/4 + Q/n)) ≤ E ≤ d/2 − √(d²/4 + Q),

and each bound is reached by some rotation. If n ≥ 2 and v ≠ 0, some rotation changes the energy. In this model each pair has a single excited configuration, and these configurations do not couple to each other. For such n and v, its independent-pair energy therefore depends on the choice of pair functions.

```lean
import Mathlib

open Matrix

namespace IndependentPairRotation

noncomputable section
```

## Pair energies and rotations

Each pair has one excited configuration, at energy d above the reference and coupled to it by x. Its correlation energy is

ε(x) = d/2 − √(d²/4 + x²).

```lean
/-- Correlation energy of one pair with excitation gap `d` and coupling `x` to the reference. -/
def pairEnergy (d x : ℝ) : ℝ := d / 2 - √(d ^ 2 / 4 + x ^ 2)
```

The approximation treats each pair as if the others were absent and adds the results:

E(v) = Σ ε(v(i)).

In Lean the couplings form a function `v : Fin n → ℝ`, with pairs numbered from 0 to n − 1.

```lean
/-- Independent-pair energy: the sum of the separate pair energies for couplings `v`. -/
def ipaEnergy {n : ℕ} (d : ℝ) (v : Fin n → ℝ) : ℝ := ∑ i, pairEnergy d (v i)
```

A rotation is a real matrix R with RᵀR = 1 and det R = 1. It turns the couplings into Rv.

The gap d stays the same for every rotated pair. This is the physical content of the degeneracy assumption: the block of the Hamiltonian between excited configurations is d times the identity, which no rotation alters. Unequal gaps, or couplings between excited configurations, are not covered.

```lean
/-- A proper rotation of the pairs among themselves: orthogonal with determinant one. -/
def IsRotation {n : ℕ} (R : Matrix (Fin n) (Fin n) ℝ) : Prop := Rᵀ * R = 1 ∧ R.det = 1
```

The energies that can be reached from v form a set of real numbers, and the bounds are statements about this set.

```lean
/-- All independent-pair energies obtained by rotating the coupling vector `v`. -/
def rotatedEnergies {n : ℕ} (d : ℝ) (v : Fin n → ℝ) : Set ℝ :=
  {E | ∃ R, IsRotation R ∧ ipaEnergy d (R *ᵥ v) = E}
```

## The pair energy as a lowest root

The formula for ε(x) comes from the two-state configuration-interaction matrix with rows (0, x) and (x, d). Its secular equation is

e² − de − x² = 0, or (e − d/2)² = d²/4 + x².

Every root thus satisfies |d/2 − e| ≤ √(d²/4 + x²), which gives e ≥ ε(x), and ε(x) is itself a root. `IsLeast` combines these two facts: membership in the set of roots, and being a lower bound for it. In the proof, `key` expands the determinant, and the two bullets establish the two facts.

```lean
/-- The pair energy is the lowest root of the secular equation of the two-state
configuration-interaction matrix. -/
theorem pairEnergy_isLeast (d x : ℝ) :
    IsLeast {e : ℝ | (!![0, x; x, d] - e • (1 : Matrix (Fin 2) (Fin 2) ℝ)).det = 0}
      (pairEnergy d x) := by
  have key : ∀ e : ℝ, (!![0, x; x, d] - e • (1 : Matrix (Fin 2) (Fin 2) ℝ)).det
      = e ^ 2 - d * e - x ^ 2 := by
    intro e
    simp [Matrix.det_fin_two]
    ring
  have hr : √(d ^ 2 / 4 + x ^ 2) ^ 2 = d ^ 2 / 4 + x ^ 2 := Real.sq_sqrt (by positivity)
  constructor
  · rw [Set.mem_ofPred_eq, key, pairEnergy]
    linear_combination hr
  · intro e he
    rw [Set.mem_ofPred_eq, key] at he
    have h : |d / 2 - e| ≤ √(d ^ 2 / 4 + x ^ 2) := Real.abs_le_sqrt (by nlinarith)
    have h' := (le_abs_self _).trans h
    unfold pairEnergy
    linarith
```

## Merging couplings does not lower the energy

Take squared couplings p, q ≥ 0 and set a = √(d²/4 + p), b = √(d²/4 + q). Both are at least d/2, so (a − d/2)(b − d/2) ≥ 0. Expanding the square gives

(a + b − d/2)² = d²/4 + p + q + 2(a − d/2)(b − d/2) ≥ d²/4 + p + q.

Taking roots,

√(d²/4 + p + q) ≤ a + b − d/2,

which rearranges to

(d/2 − a) + (d/2 − b) ≤ d/2 − √(d²/4 + p + q).

One pair carrying both squared couplings thus lies no lower than two pairs carrying them separately. The nonnegative product is the term handed to `nlinarith`.

```lean
/-- Merging two squared couplings `p` and `q` into a single pair does not lower the energy. -/
theorem merge_pairs {d p q : ℝ} (hd : 0 ≤ d) (hp : 0 ≤ p) (hq : 0 ≤ q) :
    (d / 2 - √(d ^ 2 / 4 + p)) + (d / 2 - √(d ^ 2 / 4 + q))
      ≤ d / 2 - √(d ^ 2 / 4 + (p + q)) := by
  have h1 : √(d ^ 2 / 4 + p) ^ 2 = d ^ 2 / 4 + p := Real.sq_sqrt (by positivity)
  have h2 : √(d ^ 2 / 4 + q) ^ 2 = d ^ 2 / 4 + q := Real.sq_sqrt (by positivity)
  have g1 : d / 2 ≤ √(d ^ 2 / 4 + p) :=
    (le_abs_self _).trans (Real.abs_le_sqrt (by nlinarith))
  have g2 : d / 2 ≤ √(d ^ 2 / 4 + q) :=
    (le_abs_self _).trans (Real.abs_le_sqrt (by nlinarith))
  have h : √(d ^ 2 / 4 + (p + q)) ≤ √(d ^ 2 / 4 + p) + √(d ^ 2 / 4 + q) - d / 2 := by
    rw [Real.sqrt_le_iff]
    refine ⟨by linarith, ?_⟩
    nlinarith [mul_nonneg (sub_nonneg.mpr g1) (sub_nonneg.mpr g2)]
  linarith
```

Adding the pairs one at a time gives the upper bound. With no pairs, both sides are zero, because √(d²/4) = d/2 for d ≥ 0. When a pair is added, the bound for the earlier pairs and the merging inequality give the bound for the larger set. Lean runs this induction over finite sets of pairs and then takes the set of all of them.

```lean
/-- The independent-pair energy is at most that of one pair carrying the whole coupling. -/
theorem ipaEnergy_le {n : ℕ} {d : ℝ} (hd : 0 ≤ d) (v : Fin n → ℝ) :
    ipaEnergy d v ≤ d / 2 - √(d ^ 2 / 4 + v ⬝ᵥ v) := by
  have key : ∀ s : Finset (Fin n),
      ∑ i ∈ s, pairEnergy d (v i) ≤ d / 2 - √(d ^ 2 / 4 + ∑ i ∈ s, v i ^ 2) := by
    intro s
    induction s using Finset.induction_on with
    | empty =>
      have h0 : √(d ^ 2 / 4) = d / 2 := by
        rw [show d ^ 2 / 4 = (d / 2) ^ 2 by ring, Real.sqrt_sq (by linarith)]
      simp only [Finset.sum_empty, add_zero, h0, sub_self, le_refl]
    | insert a s ha ih =>
      rw [Finset.sum_insert ha, Finset.sum_insert ha]
      have hm := merge_pairs hd (sq_nonneg (v a))
        (Finset.sum_nonneg fun i (_ : i ∈ s) => sq_nonneg (v i))
      have he : pairEnergy d (v a) = d / 2 - √(d ^ 2 / 4 + v a ^ 2) := rfl
      linarith
  have hQ : v ⬝ᵥ v = ∑ i, v i ^ 2 := by simp only [dotProduct, pow_two]
  rw [hQ]
  exact key Finset.univ
```

## Equal sharing gives the lower bound

Put s(i) = √(d²/4 + v(i)²). By the Cauchy–Schwarz inequality,

(Σ s(i))² ≤ n Σ s(i)² = n(nd²/4 + Q) = n²(d²/4 + Q/n).

Hence Σ s(i) ≤ n√(d²/4 + Q/n), and subtracting from nd/2 gives the lower bound. The steps `cs`, `hsum` and `hle` are the inequality, the evaluated sum of squares and the square root. The sign of d plays no part here.

```lean
/-- The independent-pair energy is at least that of `n` pairs sharing the squared coupling
equally. -/
theorem le_ipaEnergy {n : ℕ} [NeZero n] (d : ℝ) (v : Fin n → ℝ) :
    n * (d / 2 - √(d ^ 2 / 4 + v ⬝ᵥ v / n)) ≤ ipaEnergy d v := by
  have hn : (n : ℝ) ≠ 0 := Nat.cast_ne_zero.mpr (NeZero.ne n)
  have hQ : 0 ≤ v ⬝ᵥ v := Finset.sum_nonneg fun i _ => mul_self_nonneg _
  have hs : √(d ^ 2 / 4 + v ⬝ᵥ v / n) ^ 2 = d ^ 2 / 4 + v ⬝ᵥ v / n :=
    Real.sq_sqrt (add_nonneg (by positivity) (div_nonneg hQ n.cast_nonneg))
  have h : ∀ i, √(d ^ 2 / 4 + v i ^ 2) ^ 2 = d ^ 2 / 4 + v i ^ 2 :=
    fun i => Real.sq_sqrt (by positivity)
  have hsum : ∑ i, √(d ^ 2 / 4 + v i ^ 2) ^ 2 = n * (d ^ 2 / 4) + v ⬝ᵥ v := by
    simp only [h, Finset.sum_add_distrib, Finset.sum_const, Finset.card_univ,
      Fintype.card_fin, nsmul_eq_mul]
    simp only [dotProduct, pow_two]
  -- Cauchy-Schwarz for the square roots
  have cs : (∑ i, √(d ^ 2 / 4 + v i ^ 2)) ^ 2 ≤ n * ∑ i, √(d ^ 2 / 4 + v i ^ 2) ^ 2 := by
    simpa using sq_sum_le_card_mul_sum_sq (s := Finset.univ)
      (f := fun i => √(d ^ 2 / 4 + v i ^ 2))
  have hc : (n : ℝ) * (v ⬝ᵥ v / n) = v ⬝ᵥ v := by field_simp
  have hle : ∑ i, √(d ^ 2 / 4 + v i ^ 2) ≤ n * √(d ^ 2 / 4 + v ⬝ᵥ v / n) := by
    refine (le_abs_self _).trans (abs_le_of_sq_le_sq ?_ (by positivity))
    rw [mul_pow, hs]
    refine cs.trans (le_of_eq ?_)
    rw [hsum]
    linear_combination (-(n : ℝ)) * hc
  simp only [ipaEnergy, pairEnergy, Finset.sum_sub_distrib, Finset.sum_const,
    Finset.card_univ, Fintype.card_fin, nsmul_eq_mul]
  linarith
```

## A rotation between vectors of equal norm

To reach the bounds, v must be carried to a chosen vector w with w·w = v·v. If v = w, take U = 1. Otherwise let u = v − w and c = 2/(u·u), and use the Householder reflection

U = 1 − c uuᵀ.

It is orthogonal, since

UᵀU = 1 − 2c uuᵀ + c²(u·u) uuᵀ = 1.

Equal norms give u·u = 2u·v, so c(u·v) = 1 and

Uv = v − c(u·v)u = v − u = w.

An orthogonal matrix has determinant 1 or −1. In the second case, multiply by the diagonal matrix D that flips the sign of component 0; then DU is a proper rotation. The vector DUv may differ from w in one sign, but ε depends only on x². The lemma accordingly promises equality of the squared components, not of the vectors.

```lean
/-- Two coupling vectors of equal norm are connected by a proper rotation, up to the signs of
the components. -/
theorem exists_rotation {n : ℕ} [NeZero n] (v w : Fin n → ℝ) (h : v ⬝ᵥ v = w ⬝ᵥ w) :
    ∃ R, IsRotation R ∧ ∀ i, (R *ᵥ v) i ^ 2 = w i ^ 2 := by
  -- an orthogonal matrix taking v to w: the identity or a Householder reflection
  obtain ⟨U, hU, hUv⟩ : ∃ U : Matrix (Fin n) (Fin n) ℝ, Uᵀ * U = 1 ∧ U *ᵥ v = w := by
    by_cases hvw : v - w = 0
    · exact ⟨1, by simp, by rw [Matrix.one_mulVec]; exact sub_eq_zero.mp hvw⟩
    have huv : (v - w) ⬝ᵥ (v - w) = 2 * ((v - w) ⬝ᵥ v) := by
      simp only [sub_dotProduct, dotProduct_sub]
      linarith [dotProduct_comm v w]
    have hne : (v - w) ⬝ᵥ (v - w) ≠ 0 := fun h0 => hvw (dotProduct_self_eq_zero.mp h0)
    obtain ⟨u, hu⟩ : ∃ u, u = v - w := ⟨_, rfl⟩
    rw [← hu] at huv hne
    obtain ⟨c, hc⟩ : ∃ c : ℝ, c * (u ⬝ᵥ u) = 2 := ⟨2 / (u ⬝ᵥ u), div_mul_cancel₀ _ hne⟩
    have hPt : (vecMulVec u u)ᵀ = vecMulVec u u := by
      ext i j
      simp only [Matrix.transpose_apply, Matrix.vecMulVec_apply, mul_comm]
    have hPP : vecMulVec u u * vecMulVec u u = (u ⬝ᵥ u) • vecMulVec u u := by
      ext i j
      simp only [Matrix.mul_apply, Matrix.vecMulVec_apply, Matrix.smul_apply, smul_eq_mul,
        dotProduct, Finset.sum_mul]
      exact Finset.sum_congr rfl fun k _ => by ring
    have hPv : (c • vecMulVec u u) *ᵥ v = (c * (u ⬝ᵥ v)) • u := by
      ext i
      simp only [Matrix.mulVec, dotProduct, Matrix.smul_apply, Matrix.vecMulVec_apply,
        Pi.smul_apply, smul_eq_mul, Finset.mul_sum, Finset.sum_mul]
      exact Finset.sum_congr rfl fun k _ => by ring
    refine ⟨1 - c • vecMulVec u u, ?_, ?_⟩
    · rw [Matrix.transpose_sub, Matrix.transpose_one, Matrix.transpose_smul, hPt]
      simp only [sub_mul, mul_sub, one_mul, mul_one, Matrix.smul_mul, Matrix.mul_smul, hPP,
        smul_smul]
      have hcc : c * (c * (u ⬝ᵥ u)) = 2 * c := by rw [hc]; ring
      simp only [hcc]
      module
    · have h1 : c * (u ⬝ᵥ v) = 1 := by
        rw [huv] at hc
        linarith
      rw [Matrix.sub_mulVec, Matrix.one_mulVec, hPv, h1, one_smul, hu, sub_sub_cancel]
  have hdet : U.det * U.det = 1 := by
    have := congrArg Matrix.det hU
    rwa [Matrix.det_mul, Matrix.det_transpose, Matrix.det_one] at this
  rcases mul_self_eq_one_iff.mp hdet with h1 | h1
  · exact ⟨U, ⟨hU, h1⟩, fun i => by rw [hUv]⟩
  -- an improper U is repaired by flipping the sign of one component
  let D : Matrix (Fin n) (Fin n) ℝ := Matrix.diagonal fun i => if i = 0 then -1 else 1
  have hD : Dᵀ * D = 1 := by
    simp only [D, Matrix.diagonal_transpose, Matrix.diagonal_mul_diagonal]
    rw [← Matrix.diagonal_one]
    congr 1
    funext i
    by_cases hi : i = 0 <;> simp [hi]
  have hDd : D.det = -1 := by simp [D, Matrix.det_diagonal]
  refine ⟨D * U, ⟨?_, ?_⟩, fun i => ?_⟩
  · rw [Matrix.transpose_mul, Matrix.mul_assoc, ← Matrix.mul_assoc Dᵀ, hD, Matrix.one_mul, hU]
  · rw [Matrix.det_mul, hDd, h1]
    norm_num
  · rw [← Matrix.mulVec_mulVec, hUv, Matrix.mulVec_diagonal]
    by_cases hi : i = 0 <;> simp [hi]
```

## Both bounds are attained

A rotation preserves the norm:

(Rv)·(Rv) = v·(RᵀRv) = v·v.

The two inequalities, applied to Rv, therefore bound every reachable energy in terms of the original Q.

For the minimum, choose w(i) = √(Q/n) for every i. Each pair then contributes d/2 − √(d²/4 + Q/n). For the maximum, choose w(0) = √Q and all other components zero. Pair 0 contributes d/2 − √(d²/4 + Q), and the others contribute nothing because d ≥ 0.

The theorem states this with `IsLeast` and `IsGreatest` for the set `rotatedEnergies d v`. The expression `v ⬝ᵥ v` is Q, and `[NeZero n]` says that there is at least one pair. For n = 1 the two extremes coincide.

```lean
/-- For `d ≥ 0`, the least independent-pair energy over all rotations is that of `n` pairs sharing
the squared coupling equally, and the greatest is that of one pair carrying all of it. -/
theorem rotatedEnergies_extrema {n : ℕ} [NeZero n] {d : ℝ} (hd : 0 ≤ d) (v : Fin n → ℝ) :
    IsLeast (rotatedEnergies d v) (n * (d / 2 - √(d ^ 2 / 4 + v ⬝ᵥ v / n))) ∧
      IsGreatest (rotatedEnergies d v) (d / 2 - √(d ^ 2 / 4 + v ⬝ᵥ v)) := by
  have hn : (n : ℝ) ≠ 0 := Nat.cast_ne_zero.mpr (NeZero.ne n)
  have hQ : 0 ≤ v ⬝ᵥ v := Finset.sum_nonneg fun i _ => mul_self_nonneg _
  have hnorm : ∀ R, IsRotation R → (R *ᵥ v) ⬝ᵥ (R *ᵥ v) = v ⬝ᵥ v := by
    intro R hR
    rw [Matrix.dotProduct_mulVec, ← Matrix.mulVec_transpose, Matrix.mulVec_mulVec, hR.1,
      Matrix.one_mulVec]
  refine ⟨⟨?_, ?_⟩, ⟨?_, ?_⟩⟩
  · -- equal components
    have hq : 0 ≤ v ⬝ᵥ v / n := div_nonneg hQ n.cast_nonneg
    have hw : ∀ t : ℝ, (fun _ : Fin n => t) ⬝ᵥ (fun _ => t) = n * (t * t) := by
      intro t
      simp [dotProduct]
    obtain ⟨R, hR, hRv⟩ := exists_rotation v (fun _ => √(v ⬝ᵥ v / n)) (by
      rw [hw, Real.mul_self_sqrt hq]
      field_simp)
    refine ⟨R, hR, ?_⟩
    simp only [ipaEnergy, pairEnergy, hRv, Real.sq_sqrt hq, Finset.sum_const,
      Finset.card_univ, Fintype.card_fin, nsmul_eq_mul]
  · rintro E ⟨R, hR, rfl⟩
    rw [← hnorm R hR]
    exact le_ipaEnergy d _
  · -- a single nonzero component
    obtain ⟨R, hR, hRv⟩ := exists_rotation v (Pi.single 0 √(v ⬝ᵥ v)) (by
      rw [dotProduct_single, Pi.single_eq_same, Real.mul_self_sqrt hQ])
    refine ⟨R, hR, ?_⟩
    have h0 : √(d ^ 2 / 4) = d / 2 := by
      rw [show d ^ 2 / 4 = (d / 2) ^ 2 by ring, Real.sqrt_sq (by linarith)]
    simp only [ipaEnergy, pairEnergy, hRv]
    rw [Finset.sum_eq_single 0]
    · rw [Pi.single_eq_same, Real.sq_sqrt hQ]
    · intro i _ hi
      rw [Pi.single_eq_of_ne hi, zero_pow two_ne_zero, add_zero, h0, sub_self]
    · intro hi
      exact absurd (Finset.mem_univ _) hi
  · rintro E ⟨R, hR, rfl⟩
    rw [← hnorm R hR]
    exact ipaEnergy_le hd _
```

## The energy changes under some rotation

Let n ≥ 2 and v ≠ 0, so that Q > 0. Suppose that every rotation left the energy unchanged. The minimum and maximum would then be equal. With s = √(d²/4 + Q/n) and S = √(d²/4 + Q), this means

n(s − d/2) = S − d/2.

The definitions of s and S also give

n(s − d/2)(s + d/2) = Q = (S − d/2)(S + d/2).

Substituting the first equation into the second and dividing by S − d/2 > 0 yields s = S. But Q/n < Q, so s < S, a contradiction. In Lean, `hfac` is the factorised identity and `heq` the supposed equality; the last line uses (S − d/2)(S − s) > 0 in place of the division.

```lean
/-- With at least two pairs and a nonzero coupling vector, some rotation of the pairs changes
the independent-pair energy. -/
theorem ipaEnergy_not_invariant {n : ℕ} (hn : 2 ≤ n) {d : ℝ} (hd : 0 ≤ d) {v : Fin n → ℝ}
    (hv : v ≠ 0) : ∃ R, IsRotation R ∧ ipaEnergy d (R *ᵥ v) ≠ ipaEnergy d v := by
  have : NeZero n := ⟨by omega⟩
  by_contra hcon
  push Not at hcon
  obtain ⟨⟨⟨R, hR, hl⟩, _⟩, ⟨⟨T, hT, hg⟩, _⟩⟩ := rotatedEnergies_extrema hd v
  rw [hcon R hR] at hl
  rw [hcon T hT] at hg
  have hQ0 : 0 ≤ v ⬝ᵥ v := Finset.sum_nonneg fun i _ => mul_self_nonneg _
  have hQ : 0 < v ⬝ᵥ v := lt_of_le_of_ne hQ0 fun h => hv (dotProduct_self_eq_zero.mp h.symm)
  have hn1 : (1 : ℝ) < n := by exact_mod_cast (show 1 < n by omega)
  have hn0 : (0 : ℝ) < n := by linarith
  have hq : 0 < v ⬝ᵥ v / n := div_pos hQ hn0
  have hc : (n : ℝ) * (v ⬝ᵥ v / n) = v ⬝ᵥ v := by field_simp
  have hlt : √(d ^ 2 / 4 + v ⬝ᵥ v / n) < √(d ^ 2 / 4 + v ⬝ᵥ v) :=
    Real.sqrt_lt_sqrt (by positivity) (by linarith [div_lt_self hQ hn1])
  have hs : √(d ^ 2 / 4 + v ⬝ᵥ v / n) ^ 2 = d ^ 2 / 4 + v ⬝ᵥ v / n :=
    Real.sq_sqrt (by positivity)
  have hS : √(d ^ 2 / 4 + v ⬝ᵥ v) ^ 2 = d ^ 2 / 4 + v ⬝ᵥ v := Real.sq_sqrt (by positivity)
  have hSa : d / 2 < √(d ^ 2 / 4 + v ⬝ᵥ v) := Real.lt_sqrt_of_sq_lt (by nlinarith)
  have hs0 : 0 ≤ √(d ^ 2 / 4 + v ⬝ᵥ v / n) := Real.sqrt_nonneg _
  generalize √(d ^ 2 / 4 + v ⬝ᵥ v / n) = s at *
  generalize √(d ^ 2 / 4 + v ⬝ᵥ v) = S at *
  -- equality of the two extreme energies contradicts `s < S`
  have hfac : n * (s - d / 2) * (s + d / 2) = (S - d / 2) * (S + d / 2) := by
    linear_combination (n : ℝ) * hs - hS + hc
  have heq : n * (s - d / 2) = S - d / 2 := by linarith
  rw [heq] at hfac
  nlinarith [mul_pos (sub_pos.mpr hSa) (sub_pos.mpr hlt)]

end

end IndependentPairRotation
```

```lean
#print axioms IndependentPairRotation.pairEnergy_isLeast
-- 'IndependentPairRotation.pairEnergy_isLeast' depends on axioms: [propext, Classical.choice, Quot.sound]
#print axioms IndependentPairRotation.rotatedEnergies_extrema
-- 'IndependentPairRotation.rotatedEnergies_extrema' depends on axioms: [propext, Classical.choice, Quot.sound]
#print axioms IndependentPairRotation.ipaEnergy_not_invariant
-- 'IndependentPairRotation.ipaEnergy_not_invariant' depends on axioms: [propext, Classical.choice, Quot.sound]
```

## Orbital rotations and numerical evaluation

The matrices R here mix the pair configurations freely. Another model would start from rotations of the occupied orbitals and admit only the orthogonal matrices that these induce on the pairs. If the excited configurations still share one gap d ≥ 0 and do not couple to each other, the two inequalities apply there too, since every orthogonal matrix preserves the norm of v. Attainment would need a new argument, because the smaller family might not contain a rotation to equal couplings or to a single nonzero one.

In a program for this model, the calculation is a loop over pairs that adds ε(v(i)); after a change of pair functions, the same loop runs over the components of Rv. When x is small compared with d > 0, the formula for ε subtracts two nearly equal numbers. The equivalent form

ε(x) = −x² / (d/2 + √(d²/4 + x²))

avoids that loss of digits.
